# The cross product of two time-dependent vectors obeys the product rule

Let a(s) and b(s) be vectors in real three-dimensional space, depending on a real parameter such as time, with derivatives a′ and b′ at the instant t. The declaration states that a × b is then differentiable at t, with derivative a′ × b(t) + a(t) × b′, the order of the factors being kept. Nothing is assumed beyond differentiability at t: the vectors need not be normalised and need obey no equation of motion. The attempt proves the rule for a general expression aᵢbⱼ − aⱼbᵢ, then matches each of the three components of the cross product to a case of it.

This version doesn't compile in Lean 4 with Mathlib:

```lean
import Mathlib

open Matrix

namespace HasDerivAtCross

noncomputable section

/-- Product rule for the cross product of two moving vectors. -/
theorem hasDerivAt_cross {a b : ℝ → Fin 3 → ℝ} {a' b' : Fin 3 → ℝ} {t : ℝ}
    (ha : HasDerivAt a a' t) (hb : HasDerivAt b b' t) :
    HasDerivAt (fun s => a s ⨯₃ b s) (a' ⨯₃ b t + a t ⨯₃ b') t := by
  have ha := hasDerivAt_pi.1 ha
  have hb := hasDerivAt_pi.1 hb
  have key : ∀ i j : Fin 3, HasDerivAt (fun s => a s i * b s j - a s j * b s i)
      (a' i * b t j + a t i * b' j - (a' j * b t i + a t j * b' i)) t := fun i j =>
    ((ha i).fun_mul (hb j)).fun_sub ((ha j).fun_mul (hb i))
  refine hasDerivAt_pi.2 fun i => ?_
  fin_cases i
  · convert key 1 2 using 1 <;> simp [cross_apply] <;> ring
  · convert key 2 0 using 1 <;> simp [cross_apply] <;> ring
  · convert key 0 1 using 1 <;> simp [cross_apply] <;> ring

end

end HasDerivAtCross
```

Lean reports:

```
Main.lean:20:32: error: `simp` made no progress
Main.lean:20:32: error: `simp` made no progress
Main.lean:21:32: error: `simp` made no progress
Main.lean:21:32: error: `simp` made no progress
Main.lean:22:32: error: `simp` made no progress
Main.lean:22:32: error: `simp` made no progress
```

Each message says that `simp [cross_apply]` found nothing to simplify in a goal left by `convert`, twice for each component. The goals are not printed, but they can hardly be the expected equations between functions and between derivatives, since those contain cross products that `cross_apply` would rewrite. What remains is the implicit structure on the target space in `HasDerivAt`. `hasDerivAt_pi` and `key` can reach that structure on `ℝ` by different instance paths, and `convert` then asks for proofs that the instances agree, on which `simp` has nothing to do.

The repair drops `convert`. With `exact`, Lean checks the functions and instances by unfolding definitions, and `congr_deriv` leaves only the equation between the two derivative values, which `simp; ring` proves. The earlier `simp only [cross_apply]` writes the cross products out as explicit triples, so that their components can be matched with `key` and the remaining equation no longer needs `cross_apply`.

The change, after which it compiles:

```diff
@@ -16,9 +16,10 @@
       (a' i * b t j + a t i * b' j - (a' j * b t i + a t j * b' i)) t := fun i j =>
     ((ha i).fun_mul (hb j)).fun_sub ((ha j).fun_mul (hb i))
+  simp only [cross_apply]
   refine hasDerivAt_pi.2 fun i => ?_
   fin_cases i
-  · convert key 1 2 using 1 <;> simp [cross_apply] <;> ring
-  · convert key 2 0 using 1 <;> simp [cross_apply] <;> ring
-  · convert key 0 1 using 1 <;> simp [cross_apply] <;> ring
+  · exact (key 1 2).congr_deriv (by simp; ring)
+  · exact (key 2 0).congr_deriv (by simp; ring)
+  · exact (key 0 1).congr_deriv (by simp; ring)
 
 end
```
